# In a stable real RPA problem, the lowest frequency is the minimum of the energy functional at unit RPA norm

## Does every trial pair of unit RPA norm bound the lowest RPA frequency from above?

When I estimate the lowest excitation energy of a linear-response calculation variationally, I take trial amplitudes X and Y, scale them so that X·X − Y·Y = 1, and lower

E(X,Y) = X·AX + 2 X·BY + Y·AY.

I then read the value as an upper estimate of the lowest RPA frequency w. The norm is indefinite, so the usual Rayleigh–Ritz argument doesn't apply directly. For real symmetric A and B with A+B and A−B positive definite, I would like a rigorous, machine-checked proof that E ≥ w |X·X − Y·Y|, with equality for some nonzero pair.

## Yes: sums and differences of the amplitudes reduce it to a square

Write K = A+B, M = A−B, P = X+Y, Q = X−Y and N = X·X − Y·Y. Expanding gives

2E = P·KP + Q·MQ, N = P·Q.

**The lowest frequency.** Let the dimension be nonzero, and minimise the ratio (Mr)·K(Mr) / (r·Mr) over the unit sphere. It is continuous there and independent of the length of r, so it has a minimum m, attained at some v. The form of S = MKM − mM is therefore nonnegative and vanishes at v.

This forces Sv = 0. Put g = Sv and c = g·Sg ≥ 0, and choose t with g·g = t(c+1). Then

0 ≤ (v − tg)·S(v − tg) = −2t g·g + t²c = −t²(c+2),

so t = 0 and g = 0. Hence u = Mv is nonzero and satisfies MKu = mu. Since u·Ku = m v·Mv, m is positive. Any other real eigenvector of MK can be written as Mr, because M is invertible. Its eigenvalue μ equals the ratio at r, so μ ≥ m. Thus m is the least real eigenvalue of MK. The lowest frequency w is defined as the positive square root of that eigenvalue, so m = w², and for all r

w² r·Mr ≤ (Mr)·K(Mr).

**The bound.** Given X and Y, solve P = Mr. For either sign,

0 ≤ (Q ∓ wr)·M(Q ∓ wr) = Q·MQ ∓ 2wN + w² r·Mr ≤ 2E ∓ 2wN.

Together the two signs give E ≥ w|N|.

**Equality.** Let v now be an eigenvector with MKv = w²v. Choose s with s² v·Kv = w, and set P = sv and Q = (s/w)Kv. Then P·KP = w, Q·MQ = s² v·Kv = w and P·Q = 1. The pair X = (P+Q)/2, Y = (P−Q)/2 therefore has N = 1 and E = w.

**Stationarity.** E − wN is the quadratic form of the block matrix with rows (A−w, B) and (B, A+w). It is nonnegative by the bound, so a pair with E = wN is annihilated by that matrix:

AX + BY = wX, BX + AY = −wY.

Here is the complete Lean file.

```lean
import Mathlib

open Matrix

namespace ThoulessMinimum

variable {n : Type*} [Fintype n]

/-- The RPA energy functional `X·AX + 2 X·BY + Y·AY` of real amplitudes `X`, `Y`. -/
def energy (A B : Matrix n n ℝ) (X Y : n → ℝ) : ℝ :=
  X ⬝ᵥ A *ᵥ X + 2 * (X ⬝ᵥ B *ᵥ Y) + Y ⬝ᵥ A *ᵥ Y

/-- The indefinite RPA norm `X·X - Y·Y`. -/
def rpaNorm (X Y : n → ℝ) : ℝ := X ⬝ᵥ X - Y ⬝ᵥ Y

/-- A stable real RPA problem: `A`, `B` are symmetric, `A + B` and `A - B` positive definite. -/
structure Stable (A B : Matrix n n ℝ) : Prop where
  symm_A : A.IsSymm
  symm_B : B.IsSymm
  pos_add : ∀ x, x ≠ 0 → 0 < x ⬝ᵥ (A + B) *ᵥ x
  pos_sub : ∀ x, x ≠ 0 → 0 < x ⬝ᵥ (A - B) *ᵥ x

/-- `w` is positive and `w ^ 2` is the least real eigenvalue of `(A - B)(A + B)`. -/
structure IsLowestFrequency (A B : Matrix n n ℝ) (w : ℝ) : Prop where
  pos : 0 < w
  least : IsLeast {μ : ℝ | ∃ v : n → ℝ, v ≠ 0 ∧ ((A - B) * (A + B)) *ᵥ v = μ • v} (w ^ 2)

/-- A real symmetric matrix can be moved from one side of the dot product to the other. -/
theorem symm_move {S : Matrix n n ℝ} (hS : S.IsSymm) (x y : n → ℝ) :
    x ⬝ᵥ S *ᵥ y = (S *ᵥ x) ⬝ᵥ y := by
  rw [Matrix.dotProduct_mulVec, ← Matrix.mulVec_transpose, hS.eq]

/-- Expansion of a symmetric quadratic form at the displaced vector `q - c r`. -/
theorem form_displaced {S : Matrix n n ℝ} (hS : S.IsSymm) (q r : n → ℝ) (c : ℝ) :
    (q - c • r) ⬝ᵥ S *ᵥ (q - c • r) =
      q ⬝ᵥ S *ᵥ q - 2 * c * ((S *ᵥ r) ⬝ᵥ q) + c ^ 2 * (r ⬝ᵥ S *ᵥ r) := by
  have h1 : q ⬝ᵥ S *ᵥ r = (S *ᵥ r) ⬝ᵥ q := dotProduct_comm _ _
  have h2 := symm_move hS r q
  simp only [Matrix.mulVec_sub, Matrix.mulVec_smul, dotProduct_sub, sub_dotProduct,
    smul_dotProduct, dotProduct_smul, smul_eq_mul]
  linear_combination (-c) * h1 - c * h2

/-- A vector on which a nonnegative symmetric form vanishes is annihilated by its matrix. -/
theorem null_vector {S : Matrix n n ℝ} (hS : S.IsSymm) (h0 : ∀ x, 0 ≤ x ⬝ᵥ S *ᵥ x)
    {v : n → ℝ} (hv : v ⬝ᵥ S *ᵥ v = 0) : S *ᵥ v = 0 := by
  have hc := h0 (S *ᵥ v)
  -- displace v against its own gradient, by a suitable step t
  obtain ⟨t, ht⟩ : ∃ t : ℝ, (S *ᵥ v) ⬝ᵥ (S *ᵥ v) =
      t * ((S *ᵥ v) ⬝ᵥ S *ᵥ (S *ᵥ v) + 1) :=
    ⟨_, (div_mul_cancel₀ _ (by linarith)).symm⟩
  have h := h0 (v - t • (S *ᵥ v))
  rw [form_displaced hS, hv, ← symm_move hS (S *ᵥ v) v, ht] at h
  have h2 : t ^ 2 ≤ 0 := by nlinarith [mul_nonneg (sq_nonneg t) hc]
  have h3 : t = 0 := (pow_eq_zero_iff two_ne_zero).mp (le_antisymm h2 (sq_nonneg t))
  rw [h3, zero_mul] at ht
  exact dotProduct_self_eq_zero.mp ht

/-- Rayleigh-Ritz principle for `G v = m H v` with `G`, `H` symmetric and `H` positive definite: in
nonzero dimension, some mode has an `m` that bounds the Rayleigh quotient from below. -/
theorem generalized_rayleigh [Nonempty n] {G H : Matrix n n ℝ} (hG : G.IsSymm) (hH : H.IsSymm)
    (hpos : ∀ x, x ≠ 0 → 0 < x ⬝ᵥ H *ᵥ x) :
    ∃ (m : ℝ) (v : n → ℝ), v ≠ 0 ∧ G *ᵥ v = m • (H *ᵥ v) ∧
      ∀ x, m * (x ⬝ᵥ H *ᵥ x) ≤ x ⬝ᵥ G *ᵥ x := by
  have hc : ∀ S : Matrix n n ℝ, Continuous fun x : n → ℝ => x ⬝ᵥ S *ᵥ x := by
    intro S
    show Continuous fun x : n → ℝ => ∑ i, x i * ∑ j, S i j * x j
    fun_prop
  have hs : ∀ x ∈ Metric.sphere (0 : n → ℝ) 1, x ≠ 0 := by
    intro x hx h
    rw [h] at hx
    simp at hx
  -- the Rayleigh quotient attains its minimum on the compact unit sphere
  obtain ⟨v, hv, hmin⟩ := (isCompact_sphere (0 : n → ℝ) 1).exists_isMinOn
    ⟨fun _ => 1, by rw [mem_sphere_zero_iff_norm, pi_norm_const, norm_one]⟩
    ((hc G).continuousOn.div (hc H).continuousOn fun x hx => (hpos x (hs x hx)).ne')
  have hb : ∀ x, (v ⬝ᵥ G *ᵥ v) / (v ⬝ᵥ H *ᵥ v) * (x ⬝ᵥ H *ᵥ x) ≤ x ⬝ᵥ G *ᵥ x := by
    intro x
    by_cases hx : x = 0
    · simp [hx]
    have hn : 0 < ‖x‖⁻¹ := inv_pos.mpr (norm_pos_iff.mpr hx)
    have hy : ‖x‖⁻¹ • x ∈ Metric.sphere (0 : n → ℝ) 1 := by
      rw [mem_sphere_zero_iff_norm, norm_smul, norm_inv, norm_norm,
        inv_mul_cancel₀ (norm_ne_zero_iff.mpr hx)]
    have h1 := (le_div_iff₀ (hpos _ (hs _ hy))).mp (isMinOn_iff.mp hmin _ hy)
    simp only [Pi.div_apply, Matrix.mulVec_smul, smul_dotProduct, dotProduct_smul,
      smul_eq_mul] at h1
    refine le_of_mul_le_mul_left ?_ (mul_pos hn hn)
    linarith
  refine ⟨_, v, hs v hv, ?_, hb⟩
  have hS : ∀ x, (G - ((v ⬝ᵥ G *ᵥ v) / (v ⬝ᵥ H *ᵥ v)) • H) *ᵥ x =
      G *ᵥ x - ((v ⬝ᵥ G *ᵥ v) / (v ⬝ᵥ H *ᵥ v)) • (H *ᵥ x) := by
    intro x
    rw [Matrix.sub_mulVec, Matrix.smul_mulVec]
  -- the minimiser is a null vector of the nonnegative form G - m H
  have h0 := null_vector (hG.sub (hH.smul _)) (v := v)
    (fun x => by
      rw [hS, dotProduct_sub, dotProduct_smul, smul_eq_mul]
      exact sub_nonneg.mpr (hb x))
    (by
      rw [hS, dotProduct_sub, dotProduct_smul, smul_eq_mul,
        div_mul_cancel₀ _ (hpos v (hs v hv)).ne', sub_self])
  rw [hS] at h0
  exact sub_eq_zero.mp h0

/-- A positive definite matrix reaches every vector. -/
theorem surjective_of_pos {M : Matrix n n ℝ} (hM : ∀ x, x ≠ 0 → 0 < x ⬝ᵥ M *ᵥ x)
    (p : n → ℝ) : ∃ r, M *ᵥ r = p := by
  have hinj : Function.Injective M.mulVecLin := by
    rw [← LinearMap.ker_eq_bot, LinearMap.ker_eq_bot']
    intro x hx
    by_contra h
    have h1 := hM x h
    rw [Matrix.mulVecLin_apply] at hx
    rw [hx, dotProduct_zero] at h1
    exact lt_irrefl _ h1
  exact LinearMap.injective_iff_surjective.mp hinj p

/-- A stable RPA problem of nonzero dimension has a lowest frequency `w`, and `w ^ 2` bounds
the Rayleigh quotient of `(A - B)(A + B)(A - B)` relative to `A - B`. -/
theorem exists_lowestFrequency [Nonempty n] {A B : Matrix n n ℝ} (h : Stable A B) :
    ∃ w, IsLowestFrequency A B w ∧ ∀ r, w ^ 2 * (r ⬝ᵥ (A - B) *ᵥ r) ≤
      ((A - B) *ᵥ r) ⬝ᵥ (A + B) *ᵥ ((A - B) *ᵥ r) := by
  have sM := h.symm_A.sub h.symm_B
  have sG : ((A - B) * (A + B) * (A - B)).IsSymm := by
    unfold Matrix.IsSymm
    rw [Matrix.transpose_mul, Matrix.transpose_mul, sM.eq, (h.symm_A.add h.symm_B).eq,
      Matrix.mul_assoc]
  obtain ⟨m, v, hv, hmv, hmin⟩ := generalized_rayleigh sG sM h.pos_sub
  have hform : ∀ r, r ⬝ᵥ ((A - B) * (A + B) * (A - B)) *ᵥ r =
      ((A - B) *ᵥ r) ⬝ᵥ (A + B) *ᵥ ((A - B) *ᵥ r) := by
    intro r
    rw [← Matrix.mulVec_mulVec, ← Matrix.mulVec_mulVec, symm_move sM]
  have hval : ∀ (μ : ℝ) (r : n → ℝ),
      ((A - B) * (A + B)) *ᵥ ((A - B) *ᵥ r) = μ • ((A - B) *ᵥ r) →
      ((A - B) *ᵥ r) ⬝ᵥ (A + B) *ᵥ ((A - B) *ᵥ r) = μ * (r ⬝ᵥ (A - B) *ᵥ r) := by
    intro μ r e
    rw [← hform, ← Matrix.mulVec_mulVec, e, dotProduct_smul, smul_eq_mul]
  have hp := h.pos_sub v hv
  have hu : (A - B) *ᵥ v ≠ 0 := by
    intro h0
    rw [h0, dotProduct_zero] at hp
    exact lt_irrefl _ hp
  have hev : ((A - B) * (A + B)) *ᵥ ((A - B) *ᵥ v) = m • ((A - B) *ᵥ v) := by
    rw [Matrix.mulVec_mulVec]
    exact hmv
  have hm : 0 < m := by
    have h1 := h.pos_add _ hu
    rw [hval m v hev] at h1
    by_contra hn
    nlinarith
  refine ⟨√m, ⟨Real.sqrt_pos.mpr hm, ?_⟩, ?_⟩
  · rw [Real.sq_sqrt hm.le]
    refine ⟨⟨_, hu, hev⟩, ?_⟩
    rintro μ ⟨u, hu0, e⟩
    obtain ⟨r, rfl⟩ := surjective_of_pos h.pos_sub u
    have hr : r ≠ 0 := by
      intro h0
      exact hu0 (by rw [h0, Matrix.mulVec_zero])
    have h1 := hmin r
    rw [hform, hval μ r e] at h1
    exact le_of_mul_le_mul_right h1 (h.pos_sub r hr)
  · intro r
    rw [Real.sq_sqrt hm.le, ← hform]
    exact hmin r

/-- In the variables `X + Y` and `X - Y` the energy functional separates, and the RPA norm
becomes their dot product. -/
theorem energy_split {A B : Matrix n n ℝ} (hB : B.IsSymm) (X Y : n → ℝ) :
    2 * energy A B X Y = (X + Y) ⬝ᵥ (A + B) *ᵥ (X + Y) + (X - Y) ⬝ᵥ (A - B) *ᵥ (X - Y) ∧
      rpaNorm X Y = (X + Y) ⬝ᵥ (X - Y) := by
  have h1 : X ⬝ᵥ B *ᵥ Y = Y ⬝ᵥ B *ᵥ X := (symm_move hB X Y).trans (dotProduct_comm _ _)
  constructor
  · simp only [energy, Matrix.mulVec_add, Matrix.mulVec_sub, Matrix.add_mulVec,
      Matrix.sub_mulVec, dotProduct_add, dotProduct_sub, add_dotProduct, sub_dotProduct]
    linear_combination 2 * h1
  · simp only [rpaNorm, dotProduct_sub, add_dotProduct]
    linear_combination dotProduct_comm X Y

/-- **Thouless minimum principle.** The energy functional is at least `w |X·X - Y·Y|` for the
lowest RPA frequency `w`, and `w` is its minimum over pairs with `X·X - Y·Y = 1`. -/
theorem thouless_minimum_principle {A B : Matrix n n ℝ} {w : ℝ} (h : Stable A B)
    (hw : IsLowestFrequency A B w) :
    (∀ X Y, w * |rpaNorm X Y| ≤ energy A B X Y) ∧
      IsLeast {e | ∃ X Y, rpaNorm X Y = 1 ∧ energy A B X Y = e} w := by
  have w0 := hw.pos
  obtain ⟨v, hv, hev⟩ := hw.least.1
  have : Nonempty n := by
    by_contra hn
    have := not_nonempty_iff.mp hn
    exact hv (Subsingleton.elim _ _)
  obtain ⟨w', hw', hb⟩ := exists_lowestFrequency h
  rw [← hw.least.unique hw'.least] at hb
  have hnn : ∀ x, 0 ≤ x ⬝ᵥ (A - B) *ᵥ x := by
    intro x
    by_cases hx : x = 0
    · simp [hx]
    · exact (h.pos_sub x hx).le
  have bound : ∀ X Y, w * |rpaNorm X Y| ≤ energy A B X Y := by
    intro X Y
    obtain ⟨hE, hN⟩ := energy_split (A := A) h.symm_B X Y
    obtain ⟨r, hr⟩ := surjective_of_pos h.pos_sub (X + Y)
    have h1 := hb r
    -- complete the square with either sign of the frequency
    have h2 := hnn ((X - Y) - w • r)
    have h3 := hnn ((X - Y) - (-w) • r)
    rw [form_displaced (h.symm_A.sub h.symm_B), hr, ← hN] at h2 h3
    rw [hr] at h1
    rw [← abs_of_pos w0, ← abs_mul, abs_le]
    constructor <;> nlinarith
  refine ⟨bound, ?_, ?_⟩
  · -- the lowest eigenvector, scaled to unit RPA norm, attains the bound
    have ha := h.pos_add v hv
    obtain ⟨s, hs⟩ : ∃ s : ℝ, s ^ 2 * (v ⬝ᵥ (A + B) *ᵥ v) = w :=
      ⟨√(w / (v ⬝ᵥ (A + B) *ᵥ v)), by
        rw [Real.sq_sqrt (div_pos w0 ha).le, div_mul_cancel₀ _ ha.ne']⟩
    have hc : ((A + B) *ᵥ v) ⬝ᵥ v = v ⬝ᵥ (A + B) *ᵥ v := dotProduct_comm _ _
    have hMK : (A - B) *ᵥ ((A + B) *ᵥ v) = w ^ 2 • v := by
      rw [Matrix.mulVec_mulVec]
      exact hev
    let P : n → ℝ := s • v
    let Q : n → ℝ := (s / w) • ((A + B) *ᵥ v)
    have hP : (1 / 2 : ℝ) • (P + Q) + (1 / 2 : ℝ) • (P - Q) = P := by module
    have hQ : (1 / 2 : ℝ) • (P + Q) - (1 / 2 : ℝ) • (P - Q) = Q := by module
    obtain ⟨hE, hN⟩ := energy_split (A := A) h.symm_B
      ((1 / 2 : ℝ) • (P + Q)) ((1 / 2 : ℝ) • (P - Q))
    rw [hP, hQ] at hE hN
    have e1 : P ⬝ᵥ (A + B) *ᵥ P = w := by
      simp only [P, Matrix.mulVec_smul, smul_dotProduct, dotProduct_smul, smul_eq_mul]
      linear_combination hs
    have e2 : Q ⬝ᵥ (A - B) *ᵥ Q = w := by
      simp only [Q, Matrix.mulVec_smul, hMK, smul_dotProduct, dotProduct_smul, smul_eq_mul, hc]

      have hsw : s / w * w = s := div_mul_cancel₀ s w0.ne'
      calc _ = (s / w * w) ^ 2 * (v ⬝ᵥ (A + B) *ᵥ v) := by ring
        _ = w := by rw [hsw, hs]
    have e3 : P ⬝ᵥ Q = 1 := by
      simp only [P, Q, smul_dotProduct, dotProduct_smul, smul_eq_mul]
      calc _ = s ^ 2 * (v ⬝ᵥ (A + B) *ᵥ v) / w := by ring
        _ = 1 := by rw [hs, div_self w0.ne']
    exact ⟨_, _, hN.trans e3, by linarith⟩
  · rintro e ⟨X, Y, hN, rfl⟩
    have h1 := bound X Y
    rwa [hN, abs_one, mul_one] at h1

/-- A pair whose energy equals `w (X·X - Y·Y)` at the lowest frequency `w` solves the RPA
equations `AX + BY = w X` and `BX + AY = -w Y`. -/
theorem minimizer_solves_rpa {A B : Matrix n n ℝ} {w : ℝ} (h : Stable A B)
    (hw : IsLowestFrequency A B w) {X Y : n → ℝ} (hE : energy A B X Y = w * rpaNorm X Y) :
    A *ᵥ X + B *ᵥ Y = w • X ∧ B *ᵥ X + A *ᵥ Y = -(w • Y) := by
  classical
  let S := Matrix.fromBlocks (A - w • (1 : Matrix n n ℝ)) B B (A + w • (1 : Matrix n n ℝ))
  have hS : S.IsSymm := Matrix.IsSymm.fromBlocks
    (h.symm_A.sub (Matrix.isSymm_one.smul w)) h.symm_B.eq
    (h.symm_A.add (Matrix.isSymm_one.smul w))
  have hmul : ∀ U V : n → ℝ, S *ᵥ Sum.elim U V =
      Sum.elim (A *ᵥ U - w • U + B *ᵥ V) (B *ᵥ U + (A *ᵥ V + w • V)) := by
    intro U V
    simp only [S, Matrix.fromBlocks_mulVec, Sum.elim_comp_inl, Sum.elim_comp_inr,
      Matrix.sub_mulVec, Matrix.add_mulVec, Matrix.smul_mulVec, Matrix.one_mulVec]
  -- the form of S on the doubled space is the energy minus w times the RPA norm
  have key : ∀ U V : n → ℝ, Sum.elim U V ⬝ᵥ S *ᵥ Sum.elim U V =
      energy A B U V - w * rpaNorm U V := by
    intro U V
    have e : Sum.elim U V ⬝ᵥ S *ᵥ Sum.elim U V =
        U ⬝ᵥ (A *ᵥ U - w • U + B *ᵥ V) + V ⬝ᵥ (B *ᵥ U + (A *ᵥ V + w • V)) := by
      rw [hmul]
      exact Fintype.sum_sum_type _
    have hB : V ⬝ᵥ B *ᵥ U = U ⬝ᵥ B *ᵥ V :=
      (symm_move h.symm_B V U).trans (dotProduct_comm _ _)
    rw [e]
    simp only [energy, rpaNorm, dotProduct_add, dotProduct_sub, dotProduct_smul, smul_eq_mul]
    linear_combination hB
  have h0 : S *ᵥ Sum.elim X Y = 0 := by
    refine null_vector hS (fun x => ?_) (by rw [key, hE, sub_self])
    rw [← Sum.elim_comp_inl_inr x, key]
    have h1 := (thouless_minimum_principle h hw).1 (x ∘ Sum.inl) (x ∘ Sum.inr)
    have h2 := mul_le_mul_of_nonneg_left
      (le_abs_self (rpaNorm (x ∘ Sum.inl) (x ∘ Sum.inr))) hw.pos.le
    linarith
  rw [hmul] at h0
  constructor
  · ext i
    have h1 := congrFun h0 (Sum.inl i)
    simp only [Sum.elim_inl, Pi.add_apply, Pi.sub_apply, Pi.zero_apply] at h1
    simp only [Pi.add_apply]
    linarith
  · ext i
    have h1 := congrFun h0 (Sum.inr i)
    simp only [Sum.elim_inr, Pi.add_apply, Pi.zero_apply] at h1
    simp only [Pi.add_apply, Pi.neg_apply]
    linarith

end ThoulessMinimum
```

```lean
#print axioms ThoulessMinimum.exists_lowestFrequency
#print axioms ThoulessMinimum.minimizer_solves_rpa
```

```
'ThoulessMinimum.exists_lowestFrequency' depends on axioms: [propext, Classical.choice, Quot.sound]
'ThoulessMinimum.minimizer_solves_rpa' depends on axioms: [propext, Classical.choice, Quot.sound]
```

## What the theorems say about A, B and w

The finite type `n` labels the particle-hole pairs, and amplitudes are real vectors `n → ℝ`. The symbols `*ᵥ` and `⬝ᵥ` are the matrix-vector and dot products. `energy` is E and `rpaNorm` is N, without a factor 1/2 in either.

`Stable` collects the symmetry and positivity conditions. Positivity is assumed, not derived from a Hamiltonian. For a Hartree–Fock reference with real orbitals, it means that the energy rises to second order under real orbital rotations (A+B) and imaginary ones (A−B).

`IsLowestFrequency A B w` says that w > 0 and that w² is the least real eigenvalue of (A−B)(A+B).

`thouless_minimum_principle` has two parts: the inequality for all X and Y, and an `IsLeast` statement that w is the smallest energy among pairs with N = 1 and is attained. Such a pair is necessarily nonzero. `exists_lowestFrequency` supplies w for every stable problem of nonzero dimension, and `minimizer_solves_rpa` gives the RPA equations for any pair with E = wN.

For a stable problem with finite, real, frequency-independent response matrices, then, every trial pair with N ≠ 0 gives the upper bound E/|N| on the lowest frequency. Complex amplitudes, frequency-dependent kernels and higher excitations are not treated.

The lowest frequency could also have been modelled as the least w > 0 for which the RPA equations have a nonzero solution (X,Y). In P and Q those equations read KP = wQ and MQ = wP, so a stable problem has the same w under either definition. The hypothesis would then sit closer to the physics and hand over a minimiser up to scaling, but the proof of the bound given here would need an extra translation to the product MK.

## How the Lean proof follows the algebra

`symm_move` and `form_displaced` provide the expansion of a displaced quadratic form. `null_vector` uses it with the step t chosen above.

`generalized_rayleigh` treats a general pair G, H. Compactness of the sphere yields the minimiser, rescaling by `‖x‖⁻¹` extends the bound to every vector, and `null_vector` applied to G − mH gives the eigenvalue equation. `surjective_of_pos` solves Mr = p by showing that M is injective, which suffices in finite dimension. `exists_lowestFrequency` combines these with G = MKM and H = M, and takes w = √m.

In the main theorem, `energy_split` changes variables to P and Q. The call to `hw.least.unique` identifies the given w² with the constructed minimum, so the Rayleigh bound holds for the given w. The facts `h2` and `h3` are the two squares; `abs_le` splits the absolute value, and `nlinarith` combines the inequalities. For attainment, `e1`, `e2` and `e3` compute P·KP, Q·MQ and P·Q.

Finally, `minimizer_solves_rpa` builds the block matrix with `Matrix.fromBlocks` and joins X and Y with `Sum.elim`. Its step `key` identifies the block form with E − wN. `null_vector` then gives a zero vector, whose two halves are the RPA equations.
